# Powers of a Hamiltonian as convex combinations of its Chebyshev polynomials

The theorem `power_eq_convex_combination` says that the power Hⁿ of a Hamiltonian equals the sum over k from 0 to n of the Chebyshev polynomials T_|n−2k|(H), weighted by C(n,k)/2ⁿ, and that these weights are nonnegative and sum to one. Here H is any element of a ring that is an algebra over the real numbers; neither self-adjointness, nor a bound on the spectrum, nor finite dimension is assumed. The attempt gets the sum of the weights from the binomial row sum 2ⁿ. For the expansion of Hⁿ it takes the same identity for the monomial Xⁿ, already proved as `X_pow_eq_sum_T`, and evaluates both sides at H.

As first written in Lean, the proof fails:

```lean
import Mathlib

open Polynomial

namespace ChebyshevPowerExpansion

noncomputable section

/-- The order `|n - 2k|` of the Chebyshev block that accompanies the `k`-th binomial weight. -/
def walkOrder (n k : ℕ) : ℕ := ((n : ℤ) - 2 * (k : ℤ)).natAbs

/-- The binomial weight `C(n,k) / 2^n`. -/
def weight (n k : ℕ) : ℝ := (n.choose k : ℝ) / 2 ^ n

/-- The Chebyshev block `T_m(H)` of a Hamiltonian `H`. -/
def block {A : Type*} [Ring A] [Algebra ℝ A] (H : A) (m : ℕ) : A :=
  aeval H (Chebyshev.T ℝ (m : ℤ))

/-- Pascal's rule for binomial sums: a sum with `n + 1` steps splits according to one step. -/
theorem pascal_sum {R : Type*} [CommRing R] (f : ℕ → R) (n : ℕ) :
    ∑ k ∈ Finset.range (n + 1 + 1), ((n + 1).choose k : R) * f k =
      ∑ k ∈ Finset.range (n + 1), (n.choose k : R) * f k +
        ∑ k ∈ Finset.range (n + 1), (n.choose k : R) * f (k + 1) := by
  have h1 := Finset.sum_range_succ' (fun k => (n.choose k : R) * f k) (n + 1)
  have h2 := Finset.sum_range_succ (fun k => (n.choose k : R) * f k) (n + 1)
  simp only [Nat.choose_succ_self, Nat.cast_zero, zero_mul, add_zero,
    Nat.choose_zero_right, Nat.cast_one, one_mul] at h1 h2
  rw [Finset.sum_range_succ']
  simp only [Nat.choose_succ_succ', Nat.cast_add, add_mul, Finset.sum_add_distrib,
    Nat.choose_zero_right, Nat.cast_one, one_mul]
  linear_combination h2 - h1

/-- Multiplying `T_m` by `(2X)^n` spreads it over the orders `m + n - 2k` with binomial
coefficients, over any commutative ring and for any integer `m`. -/
theorem two_X_pow_mul_T (R : Type*) [CommRing R] (n : ℕ) (m : ℤ) :
    (2 * X : R[X]) ^ n * Chebyshev.T R m =
      ∑ k ∈ Finset.range (n + 1),
        (n.choose k : R[X]) * Chebyshev.T R (m + ((n : ℤ) - 2 * (k : ℤ))) := by
  induction n generalizing m with
  | zero => simp
  | succ n ih =>
    -- one factor 2X moves the order up or down by one
    have hrec : 2 * X * Chebyshev.T R m = Chebyshev.T R (m + 1) + Chebyshev.T R (m - 1) := by
      have h := Chebyshev.T_add_two R (m - 1)
      rw [show m - 1 + 2 = m + 1 by ring, show m - 1 + 1 = m by ring] at h
      rw [h]
      ring
    rw [pow_succ, mul_assoc, hrec, mul_add, ih (m + 1), ih (m - 1)]
    refine Eq.trans ?_ (pascal_sum
      (fun k => Chebyshev.T R (m + (((n + 1 : ℕ) : ℤ) - 2 * (k : ℤ)))) n).symm
    refine congrArg₂ (· + ·) ?_ ?_
    · refine Finset.sum_congr rfl fun k _ => ?_
      refine congrArg (fun z => (n.choose k : R[X]) * Chebyshev.T R z) ?_
      push_cast
      ring
    · refine Finset.sum_congr rfl fun k _ => ?_
      refine congrArg (fun z => (n.choose k : R[X]) * Chebyshev.T R z) ?_
      push_cast
      ring

/-- The monomial `X^n` is the sum of the Chebyshev polynomials `T_|n-2k|` with weights
`C(n,k) / 2^n`. -/
theorem X_pow_eq_sum_T (n : ℕ) :
    (X : ℝ[X]) ^ n =
      ∑ k ∈ Finset.range (n + 1), weight n k • Chebyshev.T ℝ (walkOrder n k : ℤ) := by
  have h := two_X_pow_mul_T ℝ n 0
  simp only [Chebyshev.T_zero, mul_one, zero_add] at h
  have h2 : (X : ℝ[X]) ^ n = ((2 : ℝ) ^ n)⁻¹ • (2 * X : ℝ[X]) ^ n := by
    have hC : (2 : ℝ[X]) ^ n = C ((2 : ℝ) ^ n) := by rw [map_pow, map_ofNat]
    rw [mul_pow, hC, smul_eq_C_mul, ← mul_assoc, ← C_mul,
      inv_mul_cancel₀ (by positivity), C_1, one_mul]
  rw [h2, h, Finset.smul_sum]
  refine Finset.sum_congr rfl fun k _ => ?_
  rw [walkOrder, Chebyshev.T_natAbs, weight, div_eq_inv_mul, mul_smul,
    Nat.cast_smul_eq_nsmul, nsmul_eq_mul]

/-- Every power `H^n` of a Hamiltonian is a convex combination of its Chebyshev blocks
`T_|n-2k|(H)`: the weights are nonnegative and sum to one. -/
theorem power_eq_convex_combination {A : Type*} [Ring A] [Algebra ℝ A] (H : A) (n : ℕ) :
    (∀ k, 0 ≤ weight n k) ∧ ∑ k ∈ Finset.range (n + 1), weight n k = 1 ∧
      H ^ n = ∑ k ∈ Finset.range (n + 1), weight n k • block H (walkOrder n k) := by
  refine ⟨fun k => by unfold weight; positivity, ?_, ?_⟩
  · have h : ∑ k ∈ Finset.range (n + 1), (n.choose k : ℝ) = 2 ^ n := by
      exact_mod_cast Nat.sum_range_choose n
    simp only [weight]
    rw [← Finset.sum_div, h, div_self (by positivity)]
  · have h := congrArg (aeval H) (X_pow_eq_sum_T n)
    simpa only [map_pow, aeval_X, map_sum, map_smul] using h

end

end ChebyshevPowerExpansion
```

Compiling this gives:

```
Main.lean:88:4: error: Type mismatch: After simplification, term
  h
 has type
  @Eq A (H ^ n) (∑ x ∈ Finset.range (n + 1), weight n x • (aeval H) (Chebyshev.T ℝ ↑(walkOrder n x)))
but is expected to have type
  @Eq A (H ^ n) (∑ k ∈ Finset.range (n + 1), weight n k • block H (walkOrder n k))
```

Diagnosis. The error concerns only the last step, the expansion of Hⁿ. After simplification, `h` has the terms `(aeval H) (Chebyshev.T ℝ ↑(walkOrder n x))`, while the goal has `block H (walkOrder n k)`. The two mean the same thing, since `block` is defined as exactly this evaluation; the different names of the summation variable do not matter.

But `block` is an ordinary definition, and `simpa only` rewrites with nothing beyond the list it is given, which did not include `block`. The goal therefore kept the folded form, and the final comparison of `h` with the goal does not unfold ordinary definitions by itself, so it reported a type mismatch.

The repair adds `block` to the list. The simplifier then replaces `block H (walkOrder n k)` in the goal by its definition, the two sums agree, and `h` closes the goal.

The repair, with which the file compiles:

```diff
@@ -86,5 +86,5 @@
     rw [← Finset.sum_div, h, div_self (by positivity)]
   · have h := congrArg (aeval H) (X_pow_eq_sum_T n)
-    simpa only [map_pow, aeval_X, map_sum, map_smul] using h
+    simpa only [block, map_pow, aeval_X, map_sum, map_smul] using h
 
 end
```
